# Averaged over positions, an infinite bath of randomly placed spins with dephasing factors $e^{-ct^2/r^6}$ gives exponential decay, with a rate linear in concentration

## Does averaging over positions turn a Gaussian in time into an exponential?

Let a probe spin sit at the origin, and let a bath spin at distance $r$ multiply its coherence at time $t$ by $e^{-ct^2/r^6}$, with a coupling constant $c\ge 0$. Bath spins are placed independently and uniformly in space, with $n>0$ of them per unit volume. For fixed positions the signal is a Gaussian in $t$. I have learned that the average over positions is instead an exponential in $|t|$, with a rate proportional to $n$. I would like to see this derived rigorously, including the limit of an infinite bath, and checked by machine in Lean. How does that go?

## Yes, and the rate is $\tfrac{4\pi}{3}\sqrt{\pi c}\,n$

### The finite bath and its averaged signal

Put $N$ bath spins in a ball of radius $R$ and volume $V=\tfrac{4\pi}{3}R^3$. Since the factor depends only on distance, the angles integrate to $4\pi$, and the averaged signal is

$$S_N=\frac{1}{V^N}\int_{(0,R]^N}\prod_{i=0}^{N-1}e^{-ct^2/r_i^6}\,4\pi r_i^2\;dr_0\cdots dr_{N-1}.$$

The concentration is held fixed by $V=N/n$, so for $N\ge1$ the radius is $R_N=(3N/4\pi n)^{1/3}$. The claim is that, for every real $t$,

$$S_N\;\longrightarrow\;\exp\!\Big(-n\,\tfrac{4\pi}{3}\sqrt{\pi c}\,|t|\Big)\qquad(N\to\infty).$$

The constant $c$ sets the size of a static shift that falls off as $1/r^3$, as a dipolar shift does. If a bath spin shifts the probe's angular frequency by a Gaussian random amount of mean zero and variance $2c/r^6$, averaging the phase factor gives exactly $e^{-ct^2/r^6}$. The proof takes this factor as given.

### The deficit integral

Write $b=ct^2$ and define the coherence deficit $D(r)=(1-e^{-b/r^6})\,4\pi r^2$. If $b=0$, then $D=0$ and its integral is zero. Let $b>0$ and substitute $v=r^{-3}$. Then $|dv|=3r^{-4}dr$, so $r^2dr=\tfrac13 v^{-2}|dv|$, and

$$I=\int_0^\infty D(r)\,dr=\frac{4\pi}{3}\int_0^\infty\frac{1-e^{-bv^2}}{v^2}\,dv.$$

For convergence, set $x=bv^2$. Since $1-e^{-x}\le x$,

$$(1-e^{-x})(1+x)=(1-e^{-x})+x-xe^{-x}\le 2x.$$

Dividing by $(1+x)v^2$ bounds the integrand by the Lorentzian $2b/(1+bv^2)$, which is integrable.

For the value, let $g(v)=(e^{-bv^2}-1)/v$. Its derivative is

$$g'(v)=\frac{1-e^{-bv^2}}{v^2}-2b\,e^{-bv^2}.$$

Since $|g(v)|\le bv$ and $|g(v)|\le 1/v$, $g$ vanishes at both ends of the half-line, and so $\int_0^\infty g'\,dv=0$. Hence

$$\int_0^\infty\frac{1-e^{-bv^2}}{v^2}\,dv=2b\int_0^\infty e^{-bv^2}dv=2b\cdot\frac12\sqrt{\frac{\pi}{b}}=\sqrt{\pi b}.$$

With $b=ct^2$ this gives $I=\tfrac{4\pi}{3}\sqrt{\pi c}\,|t|$. The modulus comes from $\sqrt{t^2}$.

### From one spin to infinitely many

The integrand of $S_N$ is a product of functions of separate variables, so the integral factorises. With $J_N=\int_0^{R_N}D(r)\,dr$ and $\int_0^{R_N}4\pi r^2dr=V$,

$$S_N=\Big(\frac{V-J_N}{V}\Big)^N=\Big(1-\frac{nJ_N}{N}\Big)^N .$$

As $N$ grows, $R_N\to\infty$ and $J_N\to I$. The sequence $J_N$ is therefore bounded, and for large $N$

$$N\ln\Big(1-\frac{nJ_N}{N}\Big)=-nJ_N+O(1/N)\to -nI .$$

Exponentiating gives the claim.

### The Lean file

```lean
import Mathlib

open MeasureTheory Set Filter Topology
open scoped Real

namespace SpinBathDecoherence

noncomputable section

/-- Coherence factor at time `t` due to one bath spin at distance `r ≠ 0`, with coupling
constant `c`. -/
def coherence (c t r : ℝ) : ℝ := Real.exp (-(c * t ^ 2) / r ^ 6)

/-- Coherence lost to a bath spin at distance `r ≠ 0`, weighted by the area of the sphere of
radius `r`. -/
def deficit (c t r : ℝ) : ℝ := (1 - coherence c t r) * (4 * π * r ^ 2)

/-- Integrand of the deficit integral after the substitution `v = 1 / r ^ 3`, up to a constant
factor, with `b = c * t ^ 2` and for `v > 0`. -/
def reducedDeficit (b v : ℝ) : ℝ := (1 - Real.exp (-b * v ^ 2)) / v ^ 2

/-- Volume of a ball of radius `R ≥ 0`. -/
def ballVolume (R : ℝ) : ℝ := 4 * π / 3 * R ^ 3

/-- Radius of the ball that holds `N` spins at concentration `n > 0`. -/
def bathRadius (n : ℝ) (N : ℕ) : ℝ := (3 * N / (4 * π * n)) ^ (1 / 3 : ℝ)

/-- For `c ≥ 0`, the coherence averaged over the positions of `N` independent bath spins, each
uniform in a ball of radius `R > 0` around the probe spin. -/
def bathSignal (c t R : ℝ) (N : ℕ) : ℝ :=
  (∫ r : Fin N → ℝ, ∏ i, coherence c t (r i) * (4 * π * r i ^ 2)
    ∂Measure.pi (fun _ => volume.restrict (Ioc 0 R))) / ballVolume R ^ N

/-- For `b > 0` the reduced deficit is integrable over the positive half-line. -/
theorem integrableOn_reducedDeficit {b : ℝ} (hb : 0 < b) :
    IntegrableOn (reducedDeficit b) (Ioi 0) := by
  have hs : Real.sqrt b ≠ 0 := (Real.sqrt_pos.2 hb).ne'
  -- a Lorentzian dominates the integrand
  have hdom : Integrable (fun v : ℝ => 2 * b * (1 + (Real.sqrt b * v) ^ 2)⁻¹) :=
    (integrable_inv_one_add_sq.comp_mul_left' hs).const_mul (2 * b)
  refine Integrable.mono' hdom.integrableOn ?_ ?_
  · unfold reducedDeficit
    exact Measurable.aestronglyMeasurable (by fun_prop)
  · refine (ae_restrict_iff' measurableSet_Ioi).2 (Eventually.of_forall fun v hv => ?_)
    have hv : 0 < v := hv
    have hx : 0 < b * v ^ 2 := by positivity
    have h1 := Real.add_one_le_exp (-b * v ^ 2)
    have h2 := Real.exp_pos (-b * v ^ 2)
    have h3 : Real.exp (-b * v ^ 2) ≤ 1 := Real.exp_le_one_iff.2 (by linarith)
    unfold reducedDeficit
    rw [Real.norm_of_nonneg (div_nonneg (by linarith) (by positivity)), mul_pow,
      Real.sq_sqrt hb.le, ← div_eq_mul_inv, div_le_div_iff₀ (by positivity) (by positivity)]
    nlinarith [mul_pos hx h2]

/-- For `b > 0` the reduced deficit integrates to `√(π b)` over the positive half-line. -/
theorem integral_reducedDeficit {b : ℝ} (hb : 0 < b) :
    ∫ v in Ioi 0, reducedDeficit b v = Real.sqrt (π * b) := by
  have hg : IntegrableOn (fun v : ℝ => 2 * b * Real.exp (-b * v ^ 2)) (Ioi 0) :=
    ((integrable_exp_neg_mul_sq hb).const_mul (2 * b)).integrableOn
  have hnorm : ∀ v : ℝ, 0 < v → ‖(Real.exp (-b * v ^ 2) - 1) / v‖
      = (1 - Real.exp (-b * v ^ 2)) / v := by
    intro v hv
    have h3 : Real.exp (-b * v ^ 2) ≤ 1 :=
      Real.exp_le_one_iff.2 (by nlinarith [mul_pos hb (pow_pos hv 2)])
    rw [Real.norm_eq_abs, abs_div, abs_of_pos hv, abs_of_nonpos (by linarith), neg_sub]
  -- integration by parts: the boundary terms vanish at both ends
  have hparts : ∫ v in Ioi (0 : ℝ), (reducedDeficit b v - 2 * b * Real.exp (-b * v ^ 2))
      = 0 - (Real.exp (-b * (0 : ℝ) ^ 2) - 1) / 0 := by
    refine integral_Ioi_of_hasDerivAt_of_tendsto
      (f := fun v : ℝ => (Real.exp (-b * v ^ 2) - 1) / v) ?_ ?_
      ((integrableOn_reducedDeficit hb).sub hg) ?_
    · have h0 : Tendsto (fun v : ℝ => b * v) (𝓝[Ici 0] 0) (𝓝 0) := by
        have h : Continuous (fun v : ℝ => b * v) := by fun_prop
        simpa using (h.tendsto 0).mono_left nhdsWithin_le_nhds
      have hlim : Tendsto (fun v : ℝ => (Real.exp (-b * v ^ 2) - 1) / v)
          (𝓝[Ici 0] 0) (𝓝 0) := by
        refine squeeze_zero_norm' ?_ h0
        filter_upwards [self_mem_nhdsWithin] with v hv
        rcases eq_or_lt_of_le (show 0 ≤ v from hv) with h | h
        · simp [← h]
        · rw [hnorm v h, div_le_iff₀ h]
          nlinarith [Real.add_one_le_exp (-b * v ^ 2)]
      simpa [ContinuousWithinAt] using hlim
    · intro v hv
      have hv : v ≠ 0 := (show 0 < v from hv).ne'
      have h1 : HasDerivAt (fun v : ℝ => Real.exp (-b * v ^ 2))
          (Real.exp (-b * v ^ 2) * (-b * (2 * v))) v :=
        (((hasDerivAt_pow 2 v).const_mul (-b)).exp).congr_deriv (by norm_num)
      refine ((h1.sub_const 1).fun_div (hasDerivAt_id' v) hv).congr_deriv ?_
      unfold reducedDeficit
      field_simp
      ring
    · refine squeeze_zero_norm' ?_ tendsto_inv_atTop_zero
      filter_upwards [eventually_gt_atTop 0] with v hv
      rw [hnorm v hv, div_eq_mul_inv]
      have := Real.exp_pos (-b * v ^ 2)
      exact mul_le_of_le_one_left (inv_nonneg.2 hv.le) (by linarith)
  rw [integral_sub (integrableOn_reducedDeficit hb) hg, integral_const_mul,
    integral_gaussian_Ioi, div_zero, sub_zero] at hparts
  have hroot : Real.sqrt (π * b) = b * Real.sqrt (π / b) := by
    rw [show π * b = b ^ 2 * (π / b) by field_simp, Real.sqrt_mul (sq_nonneg b),
      Real.sqrt_sq hb.le]
  rw [hroot]
  linarith

/-- For `c ≥ 0` the coherence deficit is integrable over all distances, and its integral is
`(4π/3) √(π c) |t|`. -/
theorem integral_deficit {c : ℝ} (hc : 0 ≤ c) (t : ℝ) :
    IntegrableOn (deficit c t) (Ioi 0) ∧
      ∫ r in Ioi 0, deficit c t r = 4 * π / 3 * Real.sqrt (π * c) * |t| := by
  have hroot : Real.sqrt (π * (c * t ^ 2)) = Real.sqrt (π * c) * |t| := by
    rw [← mul_assoc, Real.sqrt_mul (by positivity), Real.sqrt_sq_eq_abs]
  rcases eq_or_lt_of_le (show 0 ≤ c * t ^ 2 by positivity) with hb | hb
  · have h0 : deficit c t = fun _ => 0 := by
      funext r
      simp [deficit, coherence, ← hb]
    rw [mul_assoc, ← hroot, ← hb, h0]
    simp
  -- substitution v = 1 / r ^ 3
  have hE : EqOn (deficit c t) (fun r => 4 * π / 3 *
      ((|(-3 : ℝ)| * r ^ ((-3 : ℝ) - 1)) • reducedDeficit (c * t ^ 2) (r ^ (-3 : ℝ))))
      (Ioi 0) := by
    intro r hr
    have hr : 0 < r := hr
    have h3 : r ^ (-3 : ℝ) = (r ^ 3)⁻¹ := by
      rw [Real.rpow_neg hr.le, ← Real.rpow_natCast]
      norm_num
    have h4 : r ^ ((-3 : ℝ) - 1) = (r ^ 4)⁻¹ := by
      rw [show (-3 : ℝ) - 1 = -4 by norm_num, Real.rpow_neg hr.le, ← Real.rpow_natCast]
      norm_num
    have he : -(c * t ^ 2) / r ^ 6 = -(c * t ^ 2) * ((r ^ 3)⁻¹) ^ 2 := by
      rw [inv_pow, ← pow_mul, div_eq_mul_inv]
    have hq : (r ^ 4)⁻¹ / ((r ^ 3)⁻¹) ^ 2 = r ^ 2 := by field_simp
    have ha : |(-3 : ℝ)| = 3 := by norm_num
    simp only [deficit, coherence, reducedDeficit, smul_eq_mul, h3, h4, he, ha]
    generalize Real.exp (-(c * t ^ 2) * ((r ^ 3)⁻¹) ^ 2) = E
    linear_combination (-(4 * π * (1 - E))) * hq
  constructor
  · refine IntegrableOn.congr_fun ?_ hE.symm measurableSet_Ioi
    exact Integrable.const_mul ((integrableOn_Ioi_comp_rpow_iff _ (by norm_num)).2
      (integrableOn_reducedDeficit hb)) _
  · rw [setIntegral_congr_fun measurableSet_Ioi hE, integral_const_mul,
      integral_comp_rpow_Ioi _ (by norm_num), integral_reducedDeficit hb, hroot, mul_assoc]

/-- For `c ≥ 0` and `R > 0`, the signal averaged over `N` independent positions is the `N`-th power
of one minus the integral of the deficit from `0` to `R` divided by the volume of the ball. -/
theorem bathSignal_eq_pow {c R : ℝ} (hc : 0 ≤ c) (hR : 0 < R) (t : ℝ) (N : ℕ) :
    bathSignal c t R N = (1 - (∫ r in 0..R, deficit c t r) / ballVolume R) ^ N := by
  have hV : ballVolume R ≠ 0 := by unfold ballVolume; positivity
  have hI : IntervalIntegrable (deficit c t) volume 0 R :=
    (intervalIntegrable_iff_integrableOn_Ioc_of_le hR.le).2
      ((integral_deficit hc t).1.mono_set Ioc_subset_Ioi_self)
  have hW : IntervalIntegrable (fun r : ℝ => 4 * π * r ^ 2) volume 0 R :=
    Continuous.intervalIntegrable (by fun_prop) 0 R
  have hvol : ∫ r in 0..R, 4 * π * r ^ 2 = ballVolume R := by
    rw [intervalIntegral.integral_const_mul, integral_pow]
    unfold ballVolume
    norm_num
    ring
  have hone : ∫ r in Ioc 0 R, coherence c t r * (4 * π * r ^ 2)
      = ballVolume R - ∫ r in 0..R, deficit c t r := by
    rw [← intervalIntegral.integral_of_le hR.le, ← hvol,
      ← intervalIntegral.integral_sub hW hI]
    congr 1
    funext r
    unfold deficit
    ring
  -- independent positions: the N-fold integral factorises
  have hprod := integral_fintype_prod_eq_prod
    (μ := fun _ : Fin N => (volume : Measure ℝ).restrict (Ioc 0 R))
    (fun _ : Fin N => fun r : ℝ => coherence c t r * (4 * π * r ^ 2))
  unfold bathSignal
  rw [hprod, Finset.prod_const, Finset.card_univ, Fintype.card_fin, hone, ← div_pow,
    sub_div, div_self hV]

/-- If `J N` tends to `I`, then `(1 - n * J N / N) ^ N` tends to `exp (-(n * I))`. -/
theorem tendsto_pow_exp {J : ℕ → ℝ} {I : ℝ} (n : ℝ) (hJ : Tendsto J atTop (𝓝 I)) :
    Tendsto (fun N : ℕ => (1 - n * J N / N) ^ N) atTop (𝓝 (Real.exp (-(n * I)))) := by
  have h : Tendsto (fun N : ℕ => (N : ℝ) * (-(n * J N / N))) atTop (𝓝 (-(n * I))) := by
    refine (hJ.const_mul n).neg.congr' ?_
    filter_upwards [eventually_gt_atTop 0] with N hN
    have hN' : (N : ℝ) ≠ 0 := by exact_mod_cast hN.ne'
    field_simp
  simpa only [sub_eq_add_neg] using Real.tendsto_one_add_pow_exp_of_tendsto h

/-- At concentration `n > 0` and for `c ≥ 0`, the position-averaged signal of `N` bath spins
tends, as `N` grows, to an exponential in `|t|` with rate `n (4π/3) √(π c)`. -/
theorem bathSignal_tendsto_exp {c n : ℝ} (hc : 0 ≤ c) (hn : 0 < n) (t : ℝ) :
    Tendsto (fun N : ℕ => bathSignal c t (bathRadius n N) N) atTop
      (𝓝 (Real.exp (-(n * (4 * π / 3 * Real.sqrt (π * c) * |t|))))) := by
  -- the ball grows without bound
  have hR : Tendsto (bathRadius n) atTop atTop := by
    have hlin : Tendsto (fun N : ℕ => 3 / (4 * π * n) * (N : ℝ)) atTop atTop :=
      tendsto_natCast_atTop_atTop.const_mul_atTop (by positivity)
    refine ((tendsto_rpow_atTop (by norm_num : (0 : ℝ) < 1 / 3)).comp hlin).congr ?_
    intro N
    simp only [Function.comp_apply, bathRadius]
    congr 1
    ring
  have hJ := intervalIntegral_tendsto_integral_Ioi 0 (integral_deficit hc t).1 hR
  rw [(integral_deficit hc t).2] at hJ
  refine (tendsto_pow_exp n hJ).congr' ?_
  filter_upwards [eventually_gt_atTop 0] with N hN
  have hN' : (0 : ℝ) < N := by exact_mod_cast hN
  have hpos : 0 < bathRadius n N := by unfold bathRadius; positivity
  -- the ball has volume N / n
  have hvol : ballVolume (bathRadius n N) = N / n := by
    have hcube : bathRadius n N ^ 3 = 3 * N / (4 * π * n) := by
      unfold bathRadius
      rw [← Real.rpow_natCast, ← Real.rpow_mul (by positivity)]
      norm_num
    unfold ballVolume
    rw [hcube]
    field_simp
  rw [bathSignal_eq_pow hc hpos, hvol, div_div_eq_mul_div, mul_comm n]

end

end SpinBathDecoherence
```

```lean
#print axioms SpinBathDecoherence.bathSignal_tendsto_exp
```

```
'SpinBathDecoherence.bathSignal_tendsto_exp' depends on axioms: [propext, Classical.choice, Quot.sound]
```

### What the theorems say

The main theorem is `bathSignal_tendsto_exp`. For real `c` and `n` with `0 ≤ c` and `0 < n`, and for any real `t`, the sequence `bathSignal c t (bathRadius n N) N` converges to the exponential above.

- `coherence c t r` is the single-spin factor, and `deficit c t r` is $D(r)$.
- `reducedDeficit b v` is the integrand in the variable $v$.
- `ballVolume R` is $V$, and `bathRadius n N` is $R_N$.
- `bathSignal c t R N` is $S_N$ for a ball of radius $R$. Positions are functions `Fin N → ℝ`, one distance per spin, and `Measure.pi` is the product of $N$ copies of length measure on $(0,R]$. The definition is the full $N$-fold integral; its factorisation is a theorem.

Three other theorems are of interest separately. `integral_deficit` says that the deficit is integrable over all distances and gives its integral. `bathSignal_eq_pow` is the exact formula for a finite bath of any radius $R>0$. `tendsto_pow_exp` is the limit $(1-nJ_N/N)^N\to e^{-nI}$ for any real sequence $J_N\to I$ and any real $n$.

The model is idealised. The Gaussian single-spin factor is itself a modelling choice: a static shift that takes the values $\pm a/r^3$ with equal probability would give $\cos(at/r^3)$ instead. The coupling has no angular dependence, although a real dipolar coupling does. Bath spins are points that may come arbitrarily close to the probe, they occupy a continuum and not a lattice, and they neither interact nor have dynamics of their own. Convergence is stated for each fixed $t$, with no error estimate at finite $N$.

The result bears on how the free-induction decay of electron spins in dilute EPR samples depends on spin concentration, within this model of static, independent bath spins.

### How the Lean proof runs

`integrableOn_reducedDeficit` is the Lorentzian bound. `Integrable.mono'` transfers integrability from the dominating function, and the closing `nlinarith` proves the inequality $(1-e^{-x})(1+x)\le2x$ from $1-x\le e^{-x}$ and $xe^{-x}>0$.

`integral_reducedDeficit` carries out the integration by parts. The step `hparts` applies the fundamental theorem of calculus on the half-line to $g$. It needs continuity at $0$, the derivative for $v>0$, integrability of $g'$ and the limit at infinity. The two limits are squeeze arguments with the bounds $bv$ and $1/v$. Lean's convention that division by zero gives zero sets $g(0)=0$, which is the continuous extension needed here. `integral_gaussian_Ioi` then supplies the Gaussian integral.

`integral_deficit` first treats $b=0$, where the deficit is identically zero. For $b>0$, the equality `hE` rewrites $D(r)$ as $\tfrac{4\pi}{3}\cdot 3r^{-4}$ times the reduced deficit at $r^{-3}$. This is the form required by Mathlib's change of variables for powers, which yields both the integrability and the value.

`bathSignal_eq_pow` uses `integral_fintype_prod_eq_prod` to factorise the $N$-fold integral. The step `hone` evaluates each factor as $V$ minus the deficit integral up to $R$.

`tendsto_pow_exp` checks that $N\cdot(-nJ_N/N)\to-nI$ and applies Mathlib's limit for $(1+x_N)^N$, which replaces the logarithm used above.

`bathSignal_tendsto_exp` joins these parts. It shows that the radius tends to infinity (`hR`), so the truncated integrals converge to the full one (`hJ`). For $N\ge1$ it verifies that the ball has volume $N/n$ (`hvol`), and this turns the finite-bath formula into the sequence whose limit is already known.
